# The character integral for spin multiplets is a difference of two weight multiplicities, and equals 3 for the singlets of four spins 1

## How many singlets do four spins 1 have?

Four magnetic ions, each with spin 1, are coupled by an interaction that conserves total spin. Before diagonalising anything I want to know how many independent singlets they have. I know two recipes. One counts product states by total magnetic quantum number and subtracts neighbouring counts. The other integrates the character $(1+2\cos 2t)^4$ against $\frac{2}{\pi}\sin^2 t$ over $[0,\pi]$. Both are said to give three.

Why do they agree, and does the agreement hold for every total spin and every weight diagram with the symmetry $m\to-m$? I would like to see the argument made rigorous and checked in Lean.

## The integral subtracts neighbouring weights

They agree for every finite weight diagram with that symmetry. Let $m\in\mathbb Z$ be **twice** the magnetic quantum number, so that half-integer spins need no fractions. Let $c_m$ be the multiplicity of weight $m$, nonzero for only finitely many $m$, with $c_{-m}=c_m$. The symmetry holds for any rotationally invariant space of states, because a half turn about a horizontal axis exchanges $m$ and $-m$. The character, which is the trace of a rotation through the angle $2t$, is $f(t)=\sum_m c_m\cos(mt)$. With $k$ for twice the total spin to be counted, the claim for $k=0,1,2,\dots$ is

$$\frac{2}{\pi}\int_0^\pi f(t)\,\sin((k+1)t)\,\sin t\,dt=c_k-c_{k+2}.$$

For an integer $n\neq0$, $\int_0^\pi\cos(nt)\,dt=\sin(n\pi)/n=0$; for $n=0$ the integral is $\pi$. Next,

$$\sin((k+1)t)\sin t=\tfrac12\left[\cos(kt)-\cos((k+2)t)\right],$$

and multiplying by $\cos(mt)$ gives

$$\tfrac14\left[\cos((m-k)t)+\cos((m+k)t)-\cos((m-k-2)t)-\cos((m+k+2)t)\right].$$

Its integral is $\frac{\pi}{4}\left[\delta_{m,k}+\delta_{m,-k}-\delta_{m,k+2}-\delta_{m,-k-2}\right]$. For $k=0$ the first two terms coincide and both count. Multiplying by $\frac2\pi c_m$ and summing over $m$,

$$\tfrac12\left[c_k+c_{-k}-c_{k+2}-c_{-k-2}\right]=c_k-c_{k+2}$$

by symmetry.

## Why the difference counts multiplets

A multiplet of spin $j/2$ has the weights $j-2i$ for $i=0,\dots,j$, once each. Let $g(i)=1$ if $j-2i=k$, and $g(i)=0$ otherwise. The state $i$ has weight $k+2$ exactly when $j-2(i+1)=k$, so the multiplicity of $k$ minus that of $k+2$ is

$$\sum_{i=0}^{j}\left[g(i)-g(i+1)\right]=g(0)-g(j+1)=\delta_{jk}.$$

The last term vanishes because $j-2(j+1)=-j-2$ is negative and $k$ is not. If a system contains the spin-$j/2$ multiplet $n_j$ times, the integral therefore returns $\sum_j n_j\delta_{jk}=n_k$.

## Nineteen minus sixteen

A product state $s$ of $N$ spins 1 assigns each spin a weight $-2$, $0$ or $2$, and its total weight $M(s)$ is their sum. The phases multiply, so

$$\sum_s e^{iM(s)t}=\left(e^{-2it}+1+e^{2it}\right)^N=(1+2\cos 2t)^N,$$

and the real part of the left side is the character.

For $N=4$, weight 0 needs equally many spins up and down: $1$ state with none, $4\cdot3=12$ with one of each and $6$ with two of each, which makes 19. Weight 2 needs one more up than down: $4$ states with a single spin up, and $12$ with two up, one down and one at zero, which makes 16. The difference is three.

## The Lean file

```lean
import Mathlib

open Finset

namespace MultiplicityCounting

noncomputable section

/-- The character of a weight diagram `c` at angle `t`: the sum of `c m * cos (m t)`, where `m`
is twice the magnetic quantum number. -/
def character (c : ℤ →₀ ℝ) (t : ℝ) : ℝ := c.sum fun m a => a * Real.cos (m * t)

/-- The character integral that projects a weight diagram on spin `k/2`. -/
def multipletCount (c : ℤ →₀ ℝ) (k : ℕ) : ℝ :=
  2 / Real.pi * ∫ t in (0 : ℝ)..Real.pi,
    character c t * Real.sin ((k + 1) * t) * Real.sin t

/-- The weight diagram of one multiplet of spin `j/2`: the weights `j, j - 2, ..., -j`, once each. -/
def multiplet (j : ℕ) : ℤ →₀ ℝ :=
  ∑ i ∈ range (j + 1), Finsupp.single ((j : ℤ) - 2 * i) 1

/-- The weight diagram of a collection containing the spin `j/2` multiplet `n j` times. -/
def collection (n : ℕ →₀ ℝ) : ℤ →₀ ℝ := n.sum fun j a => a • multiplet j

/-- Twice the magnetic quantum number of the three states of a spin 1. -/
def mag : Fin 3 → ℤ := ![-2, 0, 2]

/-- Twice the total magnetic quantum number of a product state of `N` spins 1. -/
def totalMag {N : ℕ} (s : Fin N → Fin 3) : ℤ := ∑ i, mag (s i)

/-- The weight diagram of `N` spins 1, each product state counted once. -/
def spinOnes (N : ℕ) : ℤ →₀ ℝ := ∑ s : Fin N → Fin 3, Finsupp.single (totalMag s) 1

/-- The integral of `cos (n t)` over `[0, π]` is `π` for `n = 0` and vanishes for every other
integer `n`. -/
theorem integral_cos_int (n : ℤ) :
    ∫ t in (0 : ℝ)..Real.pi, Real.cos (n * t) = if n = 0 then Real.pi else 0 := by
  split_ifs with h
  · subst h
    simp
  · have hn : (n : ℝ) ≠ 0 := Int.cast_ne_zero.mpr h
    rw [intervalIntegral.integral_comp_mul_left Real.cos hn, integral_cos]
    simp [Real.sin_int_mul_pi]

/-- The projection integral of a single weight `m` receives contributions only from
`m = ±k` and, with opposite sign, from `m = ±(k + 2)`. -/
theorem integral_weight (m : ℤ) (k : ℕ) :
    ∫ t in (0 : ℝ)..Real.pi, Real.cos (m * t) * Real.sin ((k + 1) * t) * Real.sin t =
      1 / 4 * ((if m - (k : ℤ) = 0 then Real.pi else 0)
        + (if m - (-(k : ℤ)) = 0 then Real.pi else 0)
        - (if m - ((k : ℤ) + 2) = 0 then Real.pi else 0)
        - (if m - (-((k : ℤ) + 2)) = 0 then Real.pi else 0)) := by
  -- the product of three trigonometric functions is a sum of four cosines
  have h : ∀ t : ℝ, Real.cos (m * t) * Real.sin ((k + 1) * t) * Real.sin t =
      1 / 4 * (Real.cos ((m - (k : ℤ) : ℤ) * t) + Real.cos ((m - (-(k : ℤ)) : ℤ) * t)
        - Real.cos ((m - ((k : ℤ) + 2) : ℤ) * t)
        - Real.cos ((m - (-((k : ℤ) + 2)) : ℤ) * t)) := by
    intro t
    have e1 : ((m - (k : ℤ) : ℤ) : ℝ) * t = m * t - ((k + 1) * t - t) := by
      push_cast; ring
    have e2 : ((m - (-(k : ℤ)) : ℤ) : ℝ) * t = m * t + ((k + 1) * t - t) := by
      push_cast; ring
    have e3 : ((m - ((k : ℤ) + 2) : ℤ) : ℝ) * t = m * t - ((k + 1) * t + t) := by
      push_cast; ring
    have e4 : ((m - (-((k : ℤ) + 2)) : ℤ) : ℝ) * t = m * t + ((k + 1) * t + t) := by
      push_cast; ring
    rw [e1, e2, e3, e4]
    generalize (m : ℝ) * t = a
    generalize ((k : ℝ) + 1) * t = b
    simp only [Real.cos_add, Real.cos_sub, Real.sin_add, Real.sin_sub]
    ring
  simp_rw [h]
  rw [intervalIntegral.integral_const_mul, intervalIntegral.integral_sub,
    intervalIntegral.integral_sub, intervalIntegral.integral_add]
  · simp only [integral_cos_int]
  all_goals
    apply Continuous.intervalIntegrable
    fun_prop

/-- For a weight diagram symmetric under `m → -m`, the character integral for spin `k/2` is the
multiplicity of weight `k` minus that of weight `k + 2`. -/
theorem multipletCount_eq (c : ℤ →₀ ℝ) (hc : ∀ m, c (-m) = c m) (k : ℕ) :
    multipletCount c k = c (k : ℤ) - c ((k : ℤ) + 2) := by
  have pick : ∀ a : ℤ, ∑ m ∈ c.support, c m * (if m - a = 0 then Real.pi else 0)
      = c a * Real.pi := by
    intro a
    simp only [sub_eq_zero, mul_ite, mul_zero, Finset.sum_ite_eq']
    by_cases h : c a = 0 <;> simp [h]
  have expand : ∀ t : ℝ, character c t * Real.sin ((k + 1) * t) * Real.sin t =
      ∑ m ∈ c.support, c m * (Real.cos (m * t) * Real.sin ((k + 1) * t) * Real.sin t) := by
    intro t
    rw [character, Finsupp.sum, Finset.sum_mul, Finset.sum_mul]
    exact Finset.sum_congr rfl fun m _ => by ring
  -- integrate weight by weight
  have total : ∫ t in (0 : ℝ)..Real.pi,
      character c t * Real.sin ((k + 1) * t) * Real.sin t =
      1 / 4 * (c (k : ℤ) * Real.pi + c (-(k : ℤ)) * Real.pi
        - c ((k : ℤ) + 2) * Real.pi - c (-((k : ℤ) + 2)) * Real.pi) := by
    simp_rw [expand]
    rw [intervalIntegral.integral_finsetSum]
    · simp only [intervalIntegral.integral_const_mul, integral_weight]
      rw [← pick, ← pick, ← pick, ← pick, ← Finset.sum_add_distrib,
        ← Finset.sum_sub_distrib, ← Finset.sum_sub_distrib, Finset.mul_sum]
      exact Finset.sum_congr rfl fun m _ => by ring
    · intro m _
      apply Continuous.intervalIntegrable
      fun_prop
  have hpi : Real.pi⁻¹ * Real.pi = 1 := inv_mul_cancel₀ Real.pi_ne_zero
  rw [multipletCount, total, hc, hc]
  linear_combination (c (k : ℤ) - c ((k : ℤ) + 2)) * hpi

/-- The weight diagram of a multiplet is symmetric under reversal of the magnetic quantum number. -/
theorem multiplet_neg (j : ℕ) (m : ℤ) : multiplet j (-m) = multiplet j m := by
  simp only [multiplet, Finsupp.finsetSum_apply, Finsupp.single_apply]
  rw [← Finset.sum_range_reflect]
  refine Finset.sum_congr rfl fun i hi => ?_
  have hi' := Finset.mem_range.mp hi
  exact if_congr (by constructor <;> intro h <;> omega) rfl rfl

/-- Within one multiplet of spin `j/2`, the multiplicities of the weights `k` and `k + 2` differ
by one if `k = j` and agree otherwise. -/
theorem multiplet_step (j k : ℕ) :
    multiplet j (k : ℤ) - multiplet j ((k : ℤ) + 2) = if j = k then 1 else 0 := by
  simp only [multiplet, Finsupp.finsetSum_apply, Finsupp.single_apply]
  rw [← Finset.sum_sub_distrib]
  -- the difference telescopes along the ladder of weights
  let g : ℕ → ℝ := fun i => if (j : ℤ) - 2 * i = k then 1 else 0
  have h : ∀ i ∈ range (j + 1), ((if (j : ℤ) - 2 * i = k then (1 : ℝ) else 0)
      - (if (j : ℤ) - 2 * i = (k : ℤ) + 2 then 1 else 0)) = g i - g (i + 1) := by
    intro i _
    have e : (if (j : ℤ) - 2 * i = (k : ℤ) + 2 then (1 : ℝ) else 0) = g (i + 1) :=
      if_congr (by push_cast; constructor <;> intro h <;> omega) rfl rfl
    rw [e]
  rw [Finset.sum_congr rfl h, Finset.sum_range_sub']
  have h0 : g 0 = if j = k then 1 else 0 :=
    if_congr (by push_cast; constructor <;> intro h <;> omega) rfl rfl
  have h1 : g (j + 1) = 0 := if_neg (by push_cast; omega)
  rw [h0, h1, sub_zero]

/-- If a system contains the spin `j/2` multiplet `n j` times for each `j`, the character
integral for spin `k/2` returns `n k`. -/
theorem multipletCount_collection (n : ℕ →₀ ℝ) (k : ℕ) :
    multipletCount (collection n) k = n k := by
  have ap : ∀ m, collection n m = ∑ j ∈ n.support, n j * multiplet j m := by
    intro m
    simp only [collection, Finsupp.sum, Finsupp.finsetSum_apply, Finsupp.smul_apply,
      smul_eq_mul]
  rw [multipletCount_eq _ (fun m => by simp only [ap, multiplet_neg]), ap, ap,
    ← Finset.sum_sub_distrib]
  simp only [← mul_sub, multiplet_step, mul_ite, mul_one, mul_zero, Finset.sum_ite_eq']
  by_cases h : n k = 0 <;> simp [h]

/-- The multiplicity of weight `m` for `N` spins 1 counts the product states of that weight. -/
theorem spinOnes_apply (N : ℕ) (m : ℤ) :
    spinOnes N m = ∑ s : Fin N → Fin 3, if totalMag s = m then (1 : ℝ) else 0 := by
  simp only [spinOnes, Finsupp.finsetSum_apply, Finsupp.single_apply]

/-- The weight diagram of `N` spins 1 is symmetric under reversal of all spins. -/
theorem spinOnes_neg (N : ℕ) (m : ℤ) : spinOnes N (-m) = spinOnes N m := by
  have hr : ∀ a : Fin 3, mag (Fin.rev a) = -mag a := by decide
  have hw : ∀ s : Fin N → Fin 3, totalMag (fun i => Fin.rev (s i)) = -totalMag s := by
    intro s
    simp only [totalMag, hr, Finset.sum_neg_distrib]
  have inv : Function.Involutive (fun (s : Fin N → Fin 3) i => Fin.rev (s i)) :=
    fun s => by funext i; simp
  rw [spinOnes_apply, spinOnes_apply]
  refine Fintype.sum_equiv inv.toPerm _ _ fun s => ?_
  change _ = if totalMag (fun i => Fin.rev (s i)) = m then (1 : ℝ) else 0
  rw [hw]
  exact if_congr (by constructor <;> intro h <;> omega) rfl rfl

/-- The character of `N` spins 1 is the `N`-th power of `1 + 2 cos 2t`. -/
theorem character_spinOnes (N : ℕ) (t : ℝ) :
    character (spinOnes N) t = (1 + 2 * Real.cos (2 * t)) ^ N := by
  have hsum : character (spinOnes N) t
      = ∑ s : Fin N → Fin 3, Real.cos ((totalMag s : ℝ) * t) := by
    rw [character, spinOnes, ← Finsupp.sum_finsetSum_index]
    · simp [Finsupp.sum_single_index]
    · intro a
      simp
    · intro a x y
      exact add_mul x y _
  have one : ∑ a : Fin 3, Complex.exp ((mag a : ℂ) * (t * Complex.I))
      = ((1 + 2 * Real.cos (2 * t) : ℝ) : ℂ) := by
    have e : (2 : ℂ) * Complex.cos (2 * t)
        = Complex.exp (2 * t * Complex.I) + Complex.exp (-(2 * t) * Complex.I) := by
      rw [Complex.cos]; ring
    rw [Fin.sum_univ_three, show mag 0 = -2 from rfl, show mag 1 = 0 from rfl,
      show mag 2 = 2 from rfl]
    push_cast
    rw [e, show (-2 : ℂ) * (t * Complex.I) = -(2 * t) * Complex.I by ring,
      show (2 : ℂ) * (t * Complex.I) = 2 * t * Complex.I by ring]
    simp only [zero_mul, Complex.exp_zero]
    ring
  -- the phases of a product state multiply, so the sum over states factorises
  have key : (((1 + 2 * Real.cos (2 * t)) ^ N : ℝ) : ℂ)
      = ∑ s : Fin N → Fin 3, Complex.exp (((totalMag s : ℝ) * t : ℝ) * Complex.I) := by
    rw [Complex.ofReal_pow, ← one, Fintype.sum_pow]
    refine Finset.sum_congr rfl fun s _ => ?_
    rw [← Complex.exp_sum, ← Finset.sum_mul]
    congr 1
    simp only [totalMag]
    push_cast
    ring
  have hre := congrArg Complex.re key
  rw [Complex.ofReal_re, Complex.re_sum] at hre
  simp only [Complex.exp_ofReal_mul_I_re] at hre
  rw [hsum, hre]

/-- The character integral for total spin 0 of four spins 1 equals three. -/
theorem four_spins_one_singlets :
    2 / Real.pi * ∫ t in (0 : ℝ)..Real.pi,
      (1 + 2 * Real.cos (2 * t)) ^ 4 * Real.sin t * Real.sin t = 3 := by
  have n0 : (univ.filter fun s : Fin 4 → Fin 3 => totalMag s = 0).card = 19 := by
    decide +kernel
  have n2 : (univ.filter fun s : Fin 4 → Fin 3 => totalMag s = 2).card = 16 := by
    decide +kernel
  have v0 : spinOnes 4 0 = 19 := by
    rw [spinOnes_apply, Finset.sum_boole, n0]; norm_num
  have v2 : spinOnes 4 2 = 16 := by
    rw [spinOnes_apply, Finset.sum_boole, n2]; norm_num
  have h := multipletCount_eq (spinOnes 4) (spinOnes_neg 4) 0
  simp only [multipletCount, character_spinOnes, Nat.cast_zero, zero_add, one_mul] at h
  rw [h, v0, v2]
  norm_num

end

end MultiplicityCounting
```

```lean
#print axioms MultiplicityCounting.multipletCount_collection
-- 'MultiplicityCounting.multipletCount_collection' depends on axioms: [propext, Classical.choice, Quot.sound]
#print axioms MultiplicityCounting.four_spins_one_singlets
-- 'MultiplicityCounting.four_spins_one_singlets' depends on axioms: [propext, Classical.choice, Quot.sound]
```

## What the theorems say

A weight diagram is a term `c : ℤ →₀ ℝ`, a real function on the integers with finite support. `character c t` is $f(t)$, and `multipletCount c k` is the integral with its factor $2/\pi$. The main theorem, `multipletCount_eq`, takes the symmetry as the hypothesis `hc : ∀ m, c (-m) = c m` and holds for every natural `k`. The multiplicities may be any real numbers, so whole, non-negative counts are a special case.

`multiplet j` is the diagram of one spin $j/2$, and `collection n` superposes such diagrams with coefficients `n j`. `multipletCount_collection` says that the integral recovers `n k`; the symmetry is proved there, not assumed.

`spinOnes N` adds one unit at `totalMag s` for each of the $3^N$ functions `s : Fin N → Fin 3`. The final theorem, `four_spins_one_singlets`, is a statement about the explicit integral of $(1+2\cos 2t)^4\sin^2 t$.

The file contains no Hilbert space, spin operators or rotation group. Reading the 3 as a number of singlet states uses the standard fact that a product of spins decomposes into multiplets, which enters here as physics.

For four spin-1 sites with a spin-conserving Hamiltonian, the number is the size of the singlet block to be diagonalised, though the count alone gives neither a basis for the block nor its energies.

## How the proof follows the calculation

`integral_cos_int` treats $n=0$ separately and otherwise rescales the variable and uses $\sin(n\pi)=0$. In `integral_weight`, the equations `e1` to `e4` write the four cosine arguments as $mt\pm[(k+1)t-t]$ and $mt\pm[(k+1)t+t]$. The addition formulas and `ring` then confirm the product identity. The integral is split by linearity, with continuity supplying integrability.

Inside `multipletCount_eq`, `expand` moves the two sines into the sum over weights, `total` integrates term by term, and `pick` evaluates each sum against a Kronecker delta. The symmetry turns $c_{-k}$ into $c_k$ and $c_{-k-2}$ into $c_{k+2}$, and `linear_combination` cancels $\pi$.

`multiplet_neg` proves the symmetry of a multiplet by running through its ladder backwards. `multiplet_step` is the telescoping sum, with the same `g` as above; `omega` settles the integer conditions. `multipletCount_collection` combines these two lemmas with the main theorem.

For the spins 1, `spinOnes_apply` reads a multiplicity as a count of product states. `spinOnes_neg` obtains the symmetry by reversing every spin, which is an involution on the product states. `character_spinOnes` works with complex exponentials: `one` is the sum for a single spin, `Fintype.sum_pow` expands the $N$-th power into a sum over product states, and taking real parts gives the cosines.

The last theorem finds 19 and 16 by having the kernel run through all 81 product states with `decide +kernel`. It then applies the main theorem at $k=0$.

## Spins 1/2, and a model with operators

The same argument applies to $N$ spins $\tfrac12$, whose character is $(2\cos t)^N$. For even $N\ge2$ the number of singlets comes out as $\binom{N}{N/2}-\binom{N}{N/2-1}$, which is 2 for four spins.

A different model would take the tensor product space with its total spin operators and define the number of singlets as the dimension of the subspace that all three components annihilate. The final theorem would then speak of states directly. One route to it would prove the decomposition into multiplets first; the integral identity itself would stay as it is.
